# In a finite exponential basis, the lowest energy under the nuclear cusp condition lies between the two lowest eigenvalues

Take two basis functions with exponents \(\zeta_1\ne\zeta_2\), \(\varphi(r)=c_1e^{-\zeta_1r}+c_2e^{-\zeta_2r}\), at a nucleus of charge \(Z\), in atomic units. The cusp condition \(\varphi'(0)=-Z\varphi(0)\) reads
\[
c_1(\zeta_1-Z)+c_2(\zeta_2-Z)=0 .
\]
The exponents differ, so they are not both \(Z\), and this fixes \(c\) up to scale. Let \(F\) be a fixed symmetric energy matrix, such as that of a one-electron Hamiltonian, and \(S\) the positive definite overlap matrix, with eigenvectors \(Fv_k=\varepsilon_kSv_k\), \(v_j\cdot Sv_k=\delta_{jk}\) and \(\varepsilon_0\le\varepsilon_1\). Writing \(c=\alpha v_0+\beta v_1\) gives
\[
\frac{c\cdot Fc}{c\cdot Sc}=\frac{\alpha^2\varepsilon_0+\beta^2\varepsilon_1}{\alpha^2+\beta^2},
\]
a weighted mean of the two eigenvalues. In a larger basis, a mixture of \(v_0\) and \(v_1\) still supplies the upper bound.

## Orbital, cusp and energy

In Lean 4 with Mathlib:

```lean
import Mathlib

open Matrix

namespace CuspConstrainedOrbital

noncomputable section

variable {ι : Type*} [Fintype ι] {F S : Matrix ι ι ℝ}
```

The finite type `ι` labels the basis functions; `F` and `S` are real square matrices over it.

```lean
/-- The radial orbital `φ(r) = ∑ cᵢ exp(-ζᵢ r)`. -/
def orbital (ζ c : ι → ℝ) (r : ℝ) : ℝ := ∑ i, c i * Real.exp (-ζ i * r)
```

This is \(\varphi(r)=\sum_ic_ie^{-\zeta_ir}\), with fixed real exponents.

```lean
/-- The nuclear cusp condition `φ'(0) = -Z φ(0)`. -/
def SatisfiesCusp (Z : ℝ) (ζ c : ι → ℝ) : Prop :=
  deriv (orbital ζ c) 0 = -Z * orbital ζ c 0
```

`deriv` is the derivative of the radial function at \(r=0\). In atomic units, the condition cancels the \(1/r\) divergence of the nuclear attraction against the kinetic term of an s-type orbital. Kato's theorem derives cusp behaviour for exact wavefunctions; here the condition is imposed on a trial orbital.

```lean
/-- The energy quotient `c·Fc / c·Sc`, meant for nonzero `c` and positive definite `S`. -/
def energy (F S : Matrix ι ι ℝ) (c : ι → ℝ) : ℝ := (c ⬝ᵥ F *ᵥ c) / (c ⬝ᵥ S *ᵥ c)
```

`⬝ᵥ` is the dot product and `*ᵥ` applies a matrix to a vector, so this is \(E(c)=c\cdot Fc/c\cdot Sc\). The matrices are arbitrary apart from the later hypotheses; they are not computed from the exponents.

```lean
/-- The energies of all nonzero coefficient vectors that obey the cusp condition. -/
def cuspEnergies (F S : Matrix ι ι ℝ) (Z : ℝ) (ζ : ι → ℝ) : Set ℝ :=
  {E | ∃ c, c ≠ 0 ∧ SatisfiesCusp Z ζ c ∧ energy F S c = E}
```

This is the set of energies available to nonzero \(c\) obeying the cusp condition.

```lean
/-- A nonzero solution `v` of the generalised eigenvalue equation `F v = ε S v`. -/
def IsEigenpair (F S : Matrix ι ι ℝ) (ε : ℝ) (v : ι → ℝ) : Prop :=
  v ≠ 0 ∧ F *ᵥ v = ε • (S *ᵥ v)
```

An eigenpair satisfies \(Fv=\varepsilon Sv\) with \(v\ne0\).

```lean
/-- For symmetric `F` and positive definite `S`, `ε₀` and `ε₁` are the two lowest generalised
eigenvalues, counted with multiplicity: `ε₀` is the least of all, `ε₁` the least with an eigenvector
`S`-orthogonal to a ground vector. -/
def TwoLowest (F S : Matrix ι ι ℝ) (ε₀ ε₁ : ℝ) : Prop :=
  ∃ v₀ v₁, IsEigenpair F S ε₀ v₀ ∧ IsEigenpair F S ε₁ v₁ ∧ v₀ ⬝ᵥ S *ᵥ v₁ = 0 ∧
    (∀ μ w, IsEigenpair F S μ w → ε₀ ≤ μ) ∧
    (∀ μ w, IsEigenpair F S μ w → v₀ ⬝ᵥ S *ᵥ w = 0 → ε₁ ≤ μ)
```

Here \(\varepsilon_0\) is the least eigenvalue, and \(\varepsilon_1\) is the least with an eigenvector \(S\)-orthogonal to the ground vector \(v_0\). A degenerate ground level gives \(\varepsilon_1=\varepsilon_0\).

## From the cusp to a linear constraint

```lean
/-- The orbital obeys the cusp condition exactly when `∑ cᵢ (ζᵢ - Z)` vanishes. -/
theorem cusp_iff (Z : ℝ) (ζ c : ι → ℝ) :
    SatisfiesCusp Z ζ c ↔ ∑ i, c i * (ζ i - Z) = 0 := by
  have h : ∀ i ∈ Finset.univ, HasDerivAt (fun r : ℝ => c i * Real.exp (-ζ i * r))
      (c i * (Real.exp (-ζ i * 0) * (-ζ i * 1))) 0 := fun i _ =>
    (((hasDerivAt_id' (0 : ℝ)).const_mul (-ζ i)).exp).const_mul (c i)
  have hd : HasDerivAt (orbital ζ c) (-∑ i, c i * ζ i) 0 :=
    (HasDerivAt.fun_sum h).congr_deriv (by simp)
  have h0 : orbital ζ c 0 = ∑ i, c i := by simp [orbital]
  have e : ∑ i, c i * (ζ i - Z) = ∑ i, c i * ζ i - Z * ∑ i, c i := by
    rw [Finset.mul_sum, ← Finset.sum_sub_distrib]
    exact Finset.sum_congr rfl fun i _ => by ring
  rw [SatisfiesCusp, hd.deriv, h0, e]
  constructor <;> intro h <;> linarith
```

Differentiating term by term gives \(\varphi'(0)=-\sum_ic_i\zeta_i\), while \(\varphi(0)=\sum_ic_i\). The condition is therefore \(\sum_ic_i(\zeta_i-Z)=0\), or \(a\cdot c=0\) with \(a_i=\zeta_i-Z\). `hd` holds the derivative and `h0` the value.

```lean
/-- A symmetric matrix gives a symmetric bilinear form. -/
theorem form_symm (hF : F.IsSymm) (x y : ι → ℝ) : x ⬝ᵥ F *ᵥ y = y ⬝ᵥ F *ᵥ x := by
  rw [Matrix.dotProduct_mulVec, ← Matrix.mulVec_transpose, hF.eq, dotProduct_comm]
```

For symmetric \(F\), \(x\cdot Fy=y\cdot Fx\).

```lean
/-- The quadratic form of a symmetric matrix on a superposition of two vectors. -/
theorem form_expand (hF : F.IsSymm) (s t : ℝ) (c d : ι → ℝ) :
    (s • c + t • d) ⬝ᵥ F *ᵥ (s • c + t • d) =
      s ^ 2 * (c ⬝ᵥ F *ᵥ c) + 2 * s * t * (d ⬝ᵥ F *ᵥ c) + t ^ 2 * (d ⬝ᵥ F *ᵥ d) := by
  have h := form_symm hF c d
  simp only [Matrix.mulVec_add, Matrix.mulVec_smul, add_dotProduct, dotProduct_add,
    smul_dotProduct, dotProduct_smul, smul_eq_mul]
  linear_combination s * t * h
```

Consequently,
\[
(sc+td)\cdot F(sc+td)=s^2\,c\cdot Fc+2st\,d\cdot Fc+t^2\,d\cdot Fd .
\]

```lean
/-- A positive definite overlap matrix is symmetric and gives nonzero vectors positive norm. -/
theorem overlap_form (hS : S.PosDef) : S.IsSymm ∧ ∀ x : ι → ℝ, x ≠ 0 → 0 < x ⬝ᵥ S *ᵥ x := by
  refine ⟨?_, fun x hx => by simpa using hS.dotProduct_mulVec_pos hx⟩
  have h := hS.isHermitian
  rw [Matrix.IsHermitian, Matrix.conjTranspose_eq_transpose_of_trivial] at h
  exact h
```

Positive definiteness supplies the symmetry of \(S\) and \(x\cdot Sx>0\) for \(x\ne0\).

## Minimum and secular equation

```lean
/-- Under one linear constraint `a·c = 0` the energy quotient attains its minimum. -/
theorem exists_minimiser [Nontrivial ι] (hS : S.PosDef) (F : Matrix ι ι ℝ) (a : ι → ℝ) :
    ∃ c, c ≠ 0 ∧ a ⬝ᵥ c = 0 ∧
      ∀ x, a ⬝ᵥ x = 0 → energy F S c * (x ⬝ᵥ S *ᵥ x) ≤ x ⬝ᵥ F *ᵥ x := by
  classical
  have hp := (overlap_form hS).2
  -- two basis functions suffice to meet the constraint
  obtain ⟨c₀, h0, ha0⟩ : ∃ c : ι → ℝ, c ≠ 0 ∧ a ⬝ᵥ c = 0 := by
    obtain ⟨i, j, hij⟩ := exists_pair_ne ι
    by_cases hj : a j = 0
    · exact ⟨Pi.single j 1, by simp, by simp [hj]⟩
    · refine ⟨a j • Pi.single i 1 - a i • Pi.single j 1, fun h => ?_, ?_⟩
      · have := congrFun h i
        simp [hij, hj] at this
      · rw [dotProduct_sub, dotProduct_smul, dotProduct_smul, dotProduct_single,
          dotProduct_single]
        simp only [smul_eq_mul]
        ring
  let K : Set (ι → ℝ) := Metric.sphere 0 1 ∩ {c | a ⬝ᵥ c = 0}
  have hK : IsCompact K := (isCompact_sphere 0 1).inter_right
    (isClosed_eq (by change Continuous fun c : ι → ℝ => ∑ i, a i * c i; fun_prop)
      continuous_const)
  have hne : ∀ x ∈ K, x ≠ 0 := by
    rintro x hx rfl
    simpa using hx.1
  have hunit : ∀ x : ι → ℝ, x ≠ 0 → a ⬝ᵥ x = 0 → ‖x‖⁻¹ • x ∈ K := fun x hx hax =>
    ⟨by rw [mem_sphere_zero_iff_norm, norm_smul, norm_inv, norm_norm,
          inv_mul_cancel₀ (norm_ne_zero_iff.mpr hx)],
      by change a ⬝ᵥ (‖x‖⁻¹ • x) = 0; rw [dotProduct_smul, hax, smul_zero]⟩
  have hq : ∀ M : Matrix ι ι ℝ, Continuous fun c : ι → ℝ => c ⬝ᵥ M *ᵥ c := fun M => by
    simp only [dotProduct, Matrix.mulVec]
    fun_prop
  have hcont : ContinuousOn (energy F S) K :=
    (hq F).continuousOn.div (hq S).continuousOn fun x hx => (hp x (hne x hx)).ne'
  obtain ⟨c, hcK, hmin⟩ := hK.exists_isMinOn ⟨_, hunit c₀ h0 ha0⟩ hcont
  refine ⟨c, hne c hcK, hcK.2, fun x hx => ?_⟩
  by_cases hx0 : x = 0
  · simp [hx0]
  -- the quotient does not depend on the normalisation
  have ht : ‖x‖⁻¹ ≠ 0 := inv_ne_zero (norm_ne_zero_iff.mpr hx0)
  have hs : energy F S (‖x‖⁻¹ • x) = energy F S x := by
    simp only [energy, Matrix.mulVec_smul, smul_dotProduct, dotProduct_smul, smul_eq_mul]
    rw [← mul_assoc, ← mul_assoc, mul_div_mul_left _ _ (mul_ne_zero ht ht)]
  have h := isMinOn_iff.mp hmin _ (hunit x hx0 hx)
  rw [hs] at h
  exact (le_div_iff₀ (hp x hx0)).mp h
```

`Nontrivial ι` means at least two basis functions. Some nonzero vector then obeys \(a\cdot c=0\): the unit vector \(e_j\) if \(a_j=0\), otherwise \(a_je_i-a_ie_j\) with \(i\ne j\). The allowed vectors of unit norm form a compact set `K`, on which \(E\) is continuous, because \(S\) is positive definite, and so attains its minimum. Since \(E\) ignores scale, this is the minimum over all allowed nonzero vectors. The conclusion is written as \(E(c)\,x\cdot Sx\le x\cdot Fx\).

```lean
/-- A constrained minimiser solves the secular equation with a multiplier, `F c = μ S c + l a`. -/
theorem secular_equation (hF : F.IsSymm) (hS : S.IsSymm) {a c : ι → ℝ} {μ : ℝ}
    (hc : a ⬝ᵥ c = 0) (h0 : c ⬝ᵥ F *ᵥ c = μ * (c ⬝ᵥ S *ᵥ c))
    (hmin : ∀ x, a ⬝ᵥ x = 0 → μ * (x ⬝ᵥ S *ᵥ x) ≤ x ⬝ᵥ F *ᵥ x) :
    ∃ l : ℝ, F *ᵥ c = μ • (S *ᵥ c) + l • a := by
  -- the first variation vanishes along every allowed direction
  have hs : ∀ d, a ⬝ᵥ d = 0 → d ⬝ᵥ F *ᵥ c = μ * (d ⬝ᵥ S *ᵥ c) := by
    intro d hd
    obtain ⟨B, hB⟩ : ∃ B, d ⬝ᵥ F *ᵥ c = μ * (d ⬝ᵥ S *ᵥ c) + B :=
      ⟨d ⬝ᵥ F *ᵥ c - μ * (d ⬝ᵥ S *ᵥ c), by ring⟩
    obtain ⟨D, hD⟩ : ∃ D, d ⬝ᵥ F *ᵥ d = μ * (d ⬝ᵥ S *ᵥ d) + D :=
      ⟨d ⬝ᵥ F *ᵥ d - μ * (d ⬝ᵥ S *ᵥ d), by ring⟩
    have hD0 : 0 ≤ D := by linarith [hmin d hd]
    have h := hmin ((D + 1) • c + (-B) • d) (by
      rw [dotProduct_add, dotProduct_smul, dotProduct_smul, hc, hd]; simp)
    rw [form_expand hF, form_expand hS, h0, hB, hD] at h
    have key : B ^ 2 * (D + 2) ≤ 0 := by linear_combination h
    have hB2 : B ^ 2 ≤ 0 := by nlinarith [mul_nonneg (sq_nonneg B) hD0]
    have hB0 : B = 0 := pow_eq_zero_iff two_ne_zero |>.mp (le_antisymm hB2 (sq_nonneg B))
    rw [hB, hB0, add_zero]
  -- remove the component of the residual along `a`
  obtain ⟨l, hl⟩ : ∃ l : ℝ, a ⬝ᵥ (F *ᵥ c - μ • (S *ᵥ c) - l • a) = 0 := by
    by_cases ha : a = 0
    · exact ⟨0, by simp [ha]⟩
    · have haa : a ⬝ᵥ a ≠ 0 := fun h => ha (dotProduct_self_eq_zero.mp h)
      refine ⟨(a ⬝ᵥ (F *ᵥ c - μ • (S *ᵥ c))) / (a ⬝ᵥ a), ?_⟩
      rw [dotProduct_sub, dotProduct_smul, smul_eq_mul, div_mul_cancel₀ _ haa, sub_self]
  obtain ⟨w, hw⟩ : ∃ w, F *ᵥ c = μ • (S *ᵥ c) + l • a + w :=
    ⟨F *ᵥ c - μ • (S *ᵥ c) - l • a, by abel⟩
  have e : F *ᵥ c - μ • (S *ᵥ c) - l • a = w := by rw [hw]; abel
  rw [e] at hl
  have hd := hs w hl
  rw [hw] at hd
  simp only [dotProduct_add, dotProduct_smul, smul_eq_mul] at hd
  rw [dotProduct_comm w a, hl] at hd
  have hw0 : w = 0 := dotProduct_self_eq_zero.mp (by linarith)
  exact ⟨l, by rw [hw, hw0, add_zero]⟩
```

Let \(\mu\) be the minimum and \(R=Fc-\mu Sc\). For an allowed direction \(d\), set \(B=d\cdot R\) and \(D=d\cdot Fd-\mu\,d\cdot Sd\ge0\). Testing the minimum with \((D+1)c-Bd\) gives
\[
0\le-2(D+1)B^2+DB^2=-(D+2)B^2,
\]
so \(B=0\). Now choose \(l\) so that \(w=R-la\) satisfies \(a\cdot w=0\). Then \(0=w\cdot R=w\cdot w\), hence \(w=0\) and \(Fc=\mu Sc+la\).

```lean
/-- With at least two basis functions the two lowest generalised eigenvalues exist. -/
theorem exists_twoLowest [Nontrivial ι] (hF : F.IsSymm) (hS : S.PosDef) :
    ∃ ε₀ ε₁, TwoLowest F S ε₀ ε₁ := by
  obtain ⟨hs, hp⟩ := overlap_form hS
  have h0 : ∀ c, c ≠ 0 → c ⬝ᵥ F *ᵥ c = energy F S c * (c ⬝ᵥ S *ᵥ c) := fun c hc =>
    (div_mul_cancel₀ _ (hp c hc).ne').symm
  obtain ⟨v, hv, hv0, hvmin⟩ := exists_minimiser hS F 0
  obtain ⟨k, hk⟩ := secular_equation hF hs hv0 (h0 v hv) hvmin
  rw [smul_zero, add_zero] at hk
  obtain ⟨u, hu, hu0, humin⟩ := exists_minimiser hS F (S *ᵥ v)
  obtain ⟨l, hl⟩ := secular_equation hF hs hu0 (h0 u hu) humin
  have huv : u ⬝ᵥ S *ᵥ v = 0 := by rw [dotProduct_comm]; exact hu0
  have hvu : v ⬝ᵥ S *ᵥ u = 0 := by rw [form_symm hs]; exact huv
  -- projecting on the ground vector removes the multiplier
  have hl0 : l = 0 := by
    have h := form_symm hF v u
    rw [hl, hk] at h
    simp only [dotProduct_add, dotProduct_smul, smul_eq_mul, huv, hvu, mul_zero, zero_add] at h
    exact (mul_eq_zero.mp h).resolve_right (hp v hv).ne'
  rw [hl0, zero_smul, add_zero] at hl
  refine ⟨energy F S v, energy F S u, v, u, ⟨hv, hk⟩, ⟨hu, hl⟩, hvu, ?_, ?_⟩
  · rintro μ w ⟨hw, he⟩
    have h := hvmin w (zero_dotProduct w)
    rw [he, dotProduct_smul, smul_eq_mul] at h
    exact le_of_mul_le_mul_right h (hp w hw)
  · rintro μ w ⟨hw, he⟩ hvw
    have h := humin w (by rw [dotProduct_comm, form_symm hs]; exact hvw)
    rw [he, dotProduct_smul, smul_eq_mul] at h
    exact le_of_mul_le_mul_right h (hp w hw)
```

With \(a=0\), the minimiser \(v\) is a ground eigenvector. With \(a=Sv\), the minimiser \(u\) obeys \(Fu=\varepsilon_1Su+l\,Sv\). Projecting on \(v\) gives
\[
l\,v\cdot Sv=v\cdot Fu=u\cdot Fv=\varepsilon_0\,u\cdot Sv=0,
\]
so \(l=0\) and \(u\) is an eigenvector. Every competing eigenvector has its eigenvalue as its energy, so the two minimum properties give the required ordering.

## The two bounds

```lean
/-- The minimum energy under the cusp condition is attained and lies between the two lowest
generalised eigenvalues. -/
theorem cusp_minimum_between [Nontrivial ι] (hF : F.IsSymm) (hS : S.PosDef)
    (Z : ℝ) (ζ : ι → ℝ) :
    ∃ μ, IsLeast (cuspEnergies F S Z ζ) μ ∧
      ∀ ε₀ ε₁, TwoLowest F S ε₀ ε₁ → ε₀ ≤ μ ∧ μ ≤ ε₁ := by
  obtain ⟨hs, hp⟩ := overlap_form hS
  obtain ⟨a, ha⟩ : ∃ a : ι → ℝ, ∀ c, SatisfiesCusp Z ζ c ↔ a ⬝ᵥ c = 0 :=
    ⟨fun i => ζ i - Z, fun c => by rw [cusp_iff, dotProduct_comm]; exact Iff.rfl⟩
  obtain ⟨c, hc, hac, hmin⟩ := exists_minimiser hS F a
  refine ⟨energy F S c, ⟨⟨c, hc, (ha c).mpr hac, rfl⟩, ?_⟩, ?_⟩
  · rintro E ⟨x, hx, hxc, rfl⟩
    exact (le_div_iff₀ (hp x hx)).mpr (hmin x ((ha x).mp hxc))
  rintro ε₀ ε₁ ⟨v, u, ⟨hv, ev⟩, ⟨hu, eu⟩, hvu, hlow, -⟩
  have hε : ε₀ ≤ energy F S c := by
    -- the unconstrained minimiser is an eigenvector
    obtain ⟨g, hg, hg0, hgmin⟩ := exists_minimiser hS F 0
    have h0 : g ⬝ᵥ F *ᵥ g = energy F S g * (g ⬝ᵥ S *ᵥ g) :=
      (div_mul_cancel₀ _ (hp g hg).ne').symm
    obtain ⟨k, hk⟩ := secular_equation hF hs hg0 h0 hgmin
    rw [smul_zero, add_zero] at hk
    exact (hlow _ g ⟨hg, hk⟩).trans
      ((le_div_iff₀ (hp c hc)).mpr (hgmin c (zero_dotProduct c)))
  refine ⟨hε, ?_⟩
  by_cases hav : a ⬝ᵥ v = 0
  · have h := hmin v hav
    rw [ev, dotProduct_smul, smul_eq_mul] at h
    exact (le_of_mul_le_mul_right h (hp v hv)).trans (hlow _ u ⟨hu, eu⟩)
  -- a mixture of the two lowest eigenvectors obeys the constraint
  have h := hmin ((a ⬝ᵥ u) • v + (-(a ⬝ᵥ v)) • u) (by
    simp only [dotProduct_add, dotProduct_smul, smul_eq_mul]; ring)
  have huv : u ⬝ᵥ S *ᵥ v = 0 := by rw [form_symm hs]; exact hvu
  rw [form_expand hF, form_expand hs, ev, eu] at h
  simp only [dotProduct_smul, smul_eq_mul, huv] at h
  by_contra hlt
  have h1 := mul_pos (sub_pos.mpr (not_le.mp hlt))
    (mul_pos (pow_pos (abs_pos.mpr hav) 2) (hp u hu))
  rw [sq_abs] at h1
  have h2 := mul_nonneg (sub_nonneg.mpr hε) (mul_nonneg (sq_nonneg (a ⬝ᵥ u)) (hp v hv).le)
  nlinarith [h, h1, h2]

end

end CuspConstrainedOrbital
```

```lean
#print axioms CuspConstrainedOrbital.exists_twoLowest
#print axioms CuspConstrainedOrbital.cusp_minimum_between
```

```
'CuspConstrainedOrbital.exists_twoLowest' depends on axioms: [propext, Classical.choice, Quot.sound]
'CuspConstrainedOrbital.cusp_minimum_between' depends on axioms: [propext, Classical.choice, Quot.sound]
```

The theorem assumes a symmetric \(F\), a positive definite \(S\) and at least two basis functions. With a single function and \(\zeta\ne Z\), no nonzero orbital obeys the cusp condition. `IsLeast` says that \(\mu\) belongs to the set of cusp energies and is its smallest member. The unconstrained minimum is an eigenvalue, so \(\varepsilon_0\le\mu\).

For the upper bound, write \(v,u\) for the eigenvectors of \(\varepsilon_0,\varepsilon_1\), as the proof does. If \(a\cdot v=0\), then \(\mu\le\varepsilon_0\le\varepsilon_1\). Otherwise \(x=(a\cdot u)v-(a\cdot v)u\) obeys the constraint, and \(\mu\,x\cdot Sx\le x\cdot Fx\) becomes
\[
(a\cdot u)^2(\mu-\varepsilon_0)\,v\cdot Sv+(a\cdot v)^2(\mu-\varepsilon_1)\,u\cdot Su\le0 .
\]
The first term is nonnegative, so \(\mu\le\varepsilon_1\); `nlinarith` closes this step.

For a single orbital with fixed exponents and a fixed matrix \(F\), imposing the cusp therefore raises the minimum energy by at most \(\varepsilon_1-\varepsilon_0\).

The same argument by hand covers any one homogeneous linear constraint. Requiring the orbital to vanish at radius \(r_0\), for example, means taking \(a_i=e^{-\zeta_ir_0}\), and the same two bounds follow.
